# A continuous Helmholtz energy on a closed interval is strictly convex exactly when every real pressure selects one volume

Let $f(v)$ be the Helmholtz energy of a system at fixed temperature, continuous on the volumes $a\le v\le b$. Then $f$ is strictly convex on $[a,b]$ if and only if, for every real pressure $p$, the function $f(v)+pv$ has exactly one minimiser on $[a,b]$.

The physical problem is to tell from the energy curve whether there is a pressure, positive or negative, at which two different volumes share the lowest value of $f(v)+pv$. A minimiser of $f(v)+pv$ is called a *phase* at pressure $p$. The word is used more broadly than usual: a phase may sit at an end of the interval, where $p=-f'(v)$ need not hold, and every volume on a flat stretch of minimisers counts as a separate phase.

## Balancing small volumes against large ones

By continuity, $f(v)+pv$ attains its minimum on $[a,b]$, so there is a phase $v(p)$ at each pressure. Write $G(p)=f(v(p))+p\,v(p)$ for the minimal value, the Gibbs energy. With $M=\max(|a|,|b|)$ and a second pressure $q$,
$$G(p)\le f(v(q))+p\,v(q)=G(q)+(p-q)\,v(q)\le G(q)+M|p-q|.$$
Exchanging $p$ and $q$ gives $|G(p)-G(q)|\le M|p-q|$, so $G$ is continuous.

Now let $a<c<b$. Let $L(p)$ and $R(p)$ be the minima of $f(v)+pv$ over $[a,c]$ and $[c,b]$; both are continuous by the same estimate. Let $m$ be a volume at which $f$ is smallest on $[a,b]$. At the pressure $p=(f(a)-f(m))/(c-a)\ge 0$,
$$L(p)\le f(a)+pa=f(m)+pc\le R(p),$$
where the last step uses $f(v)\ge f(m)$ and $v\ge c$ on the right part. Similarly, put $q=(f(b)-f(m))/(b-c)\ge0$. At the pressure $-q$,
$$R(-q)\le f(b)-qb=f(m)-qc\le L(-q).$$
So $L-R$ is at most zero at one pressure and at least zero at another, and by the intermediate value theorem $L(p)=R(p)$ at some $p$. There, a minimiser $u\le c$ of the left part and a minimiser $w\ge c$ of the right part are both phases of the whole interval.

## From one phase to strict convexity, and back

Suppose every pressure has exactly one phase. Take $x\ne y$ in $[a,b]$ and $0<t<1$, and set $z=(1-t)x+ty$. This volume lies strictly between $x$ and $y$, hence strictly inside $[a,b]$. The balancing argument with $c=z$ gives a pressure $p$ with phases $u\le z\le w$. Uniqueness forces $u=w=z$, so $z$ is the only minimiser at $p$, and
$$f(z)+pz<f(x)+px,\qquad f(z)+pz<f(y)+py.$$
Multiply the first inequality by $1-t$ and the second by $t$, and add. The terms in $p$ cancel, leaving $f(z)<(1-t)f(x)+tf(y)$, which is strict convexity.

Conversely, let $f$ be strictly convex and suppose that $v\ne w$ are both phases at $p$, with common value $G(p)$. At their midpoint,
$$f\!\left(\tfrac{v+w}2\right)+p\,\tfrac{v+w}2<\tfrac12\bigl(f(v)+pv\bigr)+\tfrac12\bigl(f(w)+pw\bigr)=G(p),$$
which contradicts minimality.

## Phases and Gibbs energy in Lean

```lean
import Mathlib

open Set

namespace UniquePhaseConvexity
```

The energy is a function `f : ℝ → ℝ`, of which only the values on the allowed set matter. Temperature is fixed and does not appear, and volumes are real numbers with no sign condition.

```lean
/-- The volume `v` is a phase at pressure `p` if it lies in the set `s` of allowed volumes and
minimises `f v + p * v` there, where `f` is the Helmholtz energy. -/
def IsPhase (f : ℝ → ℝ) (s : Set ℝ) (p v : ℝ) : Prop :=
  v ∈ s ∧ ∀ w ∈ s, f v + p * v ≤ f w + p * w
```

`IsPhase f s p v` says that `v` is allowed and is a global minimiser. The sign convention is that of a Gibbs energy, with $+pv$. In the theorems `s` is `Icc a b`, the closed interval $[a,b]$; its ends stand for limits on the volume, such as stops on a piston.

The hypotheses do not say how $f$ was obtained. In a model that gives the energy of uniform states only, such as the van der Waals fluid, $f$ can fail to be convex. The equilibrium energy of a macroscopic system with short-range forces already includes mixtures of phases; it is convex, and a first-order transition with a change of volume appears in it as a straight stretch.

```lean
/-- A Helmholtz energy that is continuous on a nonempty interval `[a, b]` has at least one phase
at every pressure. -/
theorem exists_phase {f : ℝ → ℝ} {a b : ℝ} (hab : a ≤ b)
    (hf : ContinuousOn f (Icc a b)) (p : ℝ) : ∃ v, IsPhase f (Icc a b) p v := by
  have hg : ContinuousOn (fun v => f v + p * v) (Icc a b) :=
    hf.add (by fun_prop)
  obtain ⟨v, hv, hmin⟩ := isCompact_Icc.exists_isMinOn (nonempty_Icc.2 hab) hg
  exact ⟨v, hv, fun w hw => isMinOn_iff.1 hmin w hw⟩
```

Existence is the extreme value theorem for a continuous function on a compact interval.

```lean
/-- If `v p` is a phase on `[a, b]` at each pressure `p`, then the minimal value
`f (v p) + p * v p`, the Gibbs energy, is a continuous function of pressure. -/
theorem continuous_gibbs {f v : ℝ → ℝ} {a b : ℝ}
    (hv : ∀ p, IsPhase f (Icc a b) p (v p)) :
    Continuous (fun p => f (v p) + p * v p) := by
  -- the volumes are bounded, so the Gibbs energy is Lipschitz
  refine (LipschitzWith.of_le_add_mul' (max |a| |b|) ?_).continuous
  intro p q
  have h1 := (hv p).2 (v q) (hv q).1
  have h2 : |v q| ≤ max |a| |b| := abs_le_max_abs_abs (hv q).1.1 (hv q).1.2
  have h3 : (p - q) * v q ≤ max |a| |b| * |p - q| := by
    calc (p - q) * v q ≤ |(p - q) * v q| := le_abs_self _
      _ = |v q| * |p - q| := by rw [abs_mul, mul_comm]
      _ ≤ max |a| |b| * |p - q| := mul_le_mul_of_nonneg_right h2 (abs_nonneg _)
  rw [Real.dist_eq]
  linarith
```

Here `v` is a function that picks one phase at each pressure. It is not assumed continuous, and at a first-order transition it jumps; the Gibbs energy is continuous all the same. The lemma `LipschitzWith.of_le_add_mul'` needs only the one-sided estimate derived above, for all `p` and `q`.

## The balancing pressure

```lean
/-- For a Helmholtz energy continuous on `[a, b]` and a volume `c` strictly inside, there is a
pressure with a phase `u ≤ c` and a phase `w ≥ c`, which may coincide. -/
theorem exists_phases_around {f : ℝ → ℝ} {a b c : ℝ} (hac : a < c) (hcb : c < b)
    (hf : ContinuousOn f (Icc a b)) :
    ∃ p u w, u ≤ c ∧ c ≤ w ∧ IsPhase f (Icc a b) p u ∧ IsPhase f (Icc a b) p w := by
  choose u hu using exists_phase hac.le (hf.mono (Icc_subset_Icc_right hcb.le))
  choose w hw using exists_phase hcb.le (hf.mono (Icc_subset_Icc_left hac.le))
  obtain ⟨m, hm, hmin⟩ := exists_phase (hac.trans hcb).le hf 0
  have hlow : ∀ x ∈ Icc a b, f m ≤ f x := fun x hx => by
    have := hmin x hx
    linarith
  have hfa := hlow a ⟨le_rfl, (hac.trans hcb).le⟩
  have hfb := hlow b ⟨(hac.trans hcb).le, le_rfl⟩
  have hcont := (continuous_gibbs hu).sub (continuous_gibbs hw)
  -- at some nonnegative pressure the left part has a minimum no higher than the right part
  have hneg : ∃ p, (f (u p) + p * u p) - (f (w p) + p * w p) ≤ 0 := by
    obtain ⟨p, hp⟩ : ∃ p, p = (f a - f m) / (c - a) := ⟨_, rfl⟩
    have hp0 : 0 ≤ p := by
      rw [hp]
      exact div_nonneg (by linarith) (by linarith)
    have hpe : p * (c - a) = f a - f m := by
      rw [hp]
      exact div_mul_cancel₀ _ (by linarith)
    have h1 := (hu p).2 a ⟨le_rfl, hac.le⟩
    have h2 := hlow (w p) ⟨hac.le.trans (hw p).1.1, (hw p).1.2⟩
    have h3 := mul_le_mul_of_nonneg_left (hw p).1.1 hp0
    exact ⟨p, by linarith⟩
  -- at some nonpositive pressure the right part has a minimum no higher than the left part
  have hpos : ∃ p, 0 ≤ (f (u p) + p * u p) - (f (w p) + p * w p) := by
    obtain ⟨q, hq⟩ : ∃ q, q = (f b - f m) / (b - c) := ⟨_, rfl⟩
    have hq0 : 0 ≤ q := by
      rw [hq]
      exact div_nonneg (by linarith) (by linarith)
    have hqe : q * (b - c) = f b - f m := by
      rw [hq]
      exact div_mul_cancel₀ _ (by linarith)
    have h1 := (hw (-q)).2 b ⟨hcb.le, le_rfl⟩
    have h2 := hlow (u (-q)) ⟨(hu (-q)).1.1, (hu (-q)).1.2.trans hcb.le⟩
    have h3 := mul_le_mul_of_nonneg_left (hu (-q)).1.2 hq0
    exact ⟨-q, by linarith⟩
  -- at some pressure the two minima are equal
  obtain ⟨p, hp⟩ := mem_range_of_exists_le_of_exists_ge hcont hneg hpos
  have he : f (u p) + p * u p = f (w p) + p * w p := sub_eq_zero.1 hp
  refine ⟨p, u p, w p, (hu p).1.2, (hw p).1.1,
    ⟨⟨(hu p).1.1, (hu p).1.2.trans hcb.le⟩, fun x hx => ?_⟩,
    ⟨⟨hac.le.trans (hw p).1.1, (hw p).1.2⟩, fun x hx => ?_⟩⟩
  · rcases le_total x c with h | h
    · exact (hu p).2 x ⟨hx.1, h⟩
    · exact he.le.trans ((hw p).2 x ⟨h, hx.2⟩)
  · rcases le_total x c with h | h
    · exact he.ge.trans ((hu p).2 x ⟨hx.1, h⟩)
    · exact (hw p).2 x ⟨h, hx.2⟩
```

The two `choose` lines turn "at each pressure there is a phase" into functions `u` and `w` for the left and right parts. `hneg` and `hpos` are the two comparisons made by hand, at the same pressures. The final case splits check each phase against an arbitrary allowed volume `x`: if `x` lies on the phase's own side of `c`, its minimality suffices, and otherwise the equality `he` carries the comparison across.

The central device is `mem_range_of_exists_le_of_exists_ge`, a form of the intermediate value theorem. It takes a continuous function on a connected space, a point where the function is at most a given value and a point where it is at least that value, and returns the value as a member of the range. Here the space is the whole pressure axis and the value is zero. Since no interval of pressures has to be named, the proof never needs to know which of the two test pressures is larger, and the case in which both are zero needs no separate treatment.

## The equivalence and coexistence

```lean
/-- If a Helmholtz energy continuous on `[a, b]` has exactly one phase at every real pressure,
then it is strictly convex on `[a, b]`. -/
theorem strictConvexOn_of_unique_phase {f : ℝ → ℝ} {a b : ℝ}
    (hf : ContinuousOn f (Icc a b)) (h : ∀ p, ∃! v, IsPhase f (Icc a b) p v) :
    StrictConvexOn ℝ (Icc a b) f := by
  refine ⟨convex_Icc a b, ?_⟩
  intro x hx y hy hxy s t hs ht hst
  simp only [smul_eq_mul]
  obtain rfl : s = 1 - t := by linarith
  obtain ⟨z, hz⟩ : ∃ z, z = (1 - t) * x + t * y := ⟨_, rfl⟩
  rw [← hz]
  have hzx : z - x = t * (y - x) := by rw [hz]; ring
  have hzy : z - y = (1 - t) * (x - y) := by rw [hz]; ring
  have hint : a < z ∧ z < b := by
    rcases lt_or_gt_of_ne hxy with h' | h'
    · have h1 := mul_pos ht (sub_pos.2 h')
      have h2 := mul_pos hs (sub_pos.2 h')
      constructor <;> linarith [hx.1, hy.2]
    · have h1 := mul_pos ht (sub_pos.2 h')
      have h2 := mul_pos hs (sub_pos.2 h')
      constructor <;> linarith [hy.1, hx.2]
  -- uniqueness makes the intermediate volume `z` itself a phase
  obtain ⟨p, u, w, huz, hzw, hu, hw⟩ := exists_phases_around hint.1 hint.2 hf
  have huw : u = w := (h p).unique hu hw
  have huz' : u = z := le_antisymm huz (by rw [huw]; exact hzw)
  rw [huz'] at hu
  have hstrict : ∀ q ∈ Icc a b, q ≠ z → f z + p * z < f q + p * q := by
    intro q hq hne
    by_contra hcon
    exact hne ((h p).unique ⟨hq, fun r hr => (not_lt.1 hcon).trans (hu.2 r hr)⟩ hu)
  have hxz : x ≠ z := by
    intro e
    have h0 : t * (y - x) ≠ 0 := mul_ne_zero ht.ne' (sub_ne_zero.2 hxy.symm)
    exact h0 (by rw [← hzx, ← e, sub_self])
  have hyz : y ≠ z := by
    intro e
    have h0 : (1 - t) * (x - y) ≠ 0 := mul_ne_zero hs.ne' (sub_ne_zero.2 hxy)
    exact h0 (by rw [← hzy, ← e, sub_self])
  -- average the two strict inequalities
  have h1 := mul_pos hs (sub_pos.2 (hstrict x hx hxz))
  have h2 := mul_pos ht (sub_pos.2 (hstrict y hy hyz))
  have hpz : p * z = p * ((1 - t) * x + t * y) := by rw [← hz]
  nlinarith [h1, h2, hpz]
```

`StrictConvexOn ℝ (Icc a b) f` demands the strict inequality for any two distinct volumes in the interval, ends included, and any positive weights `s` and `t` with sum one. The proof replaces `s` by `1 - t` and names the intermediate volume `z`. After `huz'` has identified the phase with `z`, `hstrict` turns uniqueness into strict inequality: a volume that did no worse than `z` would be a second phase. The closing `nlinarith` adds the two weighted inequalities.

```lean
/-- A Helmholtz energy continuous on a nonempty interval `[a, b]` is strictly convex there if and
only if it has exactly one phase at every real pressure. -/
theorem strictConvexOn_iff_unique_phase {f : ℝ → ℝ} {a b : ℝ} (hab : a ≤ b)
    (hf : ContinuousOn f (Icc a b)) :
    StrictConvexOn ℝ (Icc a b) f ↔ ∀ p, ∃! v, IsPhase f (Icc a b) p v := by
  refine ⟨fun h p => ?_, strictConvexOn_of_unique_phase hf⟩
  obtain ⟨v, hv⟩ := exists_phase hab hf p
  refine ⟨v, hv, fun w hw => ?_⟩
  by_contra hne
  -- by strict convexity, `f v + p * v` would be lower at the midpoint of two distinct phases
  have h2 : (0 : ℝ) < 1 / 2 := by norm_num
  have h1 : (1 / 2 : ℝ) + 1 / 2 = 1 := by norm_num
  have hlt := h.2 hw.1 hv.1 hne h2 h2 h1
  have hmem := h.1 hw.1 hv.1 h2.le h2.le h1
  have hw' := hw.2 _ hmem
  have hv' := hv.2 _ hmem
  simp only [smul_eq_mul] at hlt hw' hv'
  linarith
```

The remaining direction is the midpoint argument, with both weights equal to `1 / 2`. In the smallest case, $a=b$, only one volume is allowed. It is the unique phase at every pressure, and strict convexity holds because there are no two distinct volumes to compare.

For an energy–volume curve from an electronic-structure calculation, interpolated continuously over a finite range with volume as the only variable, the theorem equates strict convexity of the interpolant with a single minimiser of the enthalpy over that range at each real pressure, negative ones included.

```lean
/-- A Helmholtz energy continuous on a nonempty interval `[a, b]` fails to be strictly convex
there if and only if two phases of different volume coexist at some pressure. -/
theorem not_strictConvexOn_iff_coexistence {f : ℝ → ℝ} {a b : ℝ} (hab : a ≤ b)
    (hf : ContinuousOn f (Icc a b)) :
    ¬ StrictConvexOn ℝ (Icc a b) f ↔
      ∃ p u w, u < w ∧ IsPhase f (Icc a b) p u ∧ IsPhase f (Icc a b) p w := by
  constructor
  · intro h
    by_contra hno
    refine h (strictConvexOn_of_unique_phase hf fun p => ?_)
    obtain ⟨v, hv⟩ := exists_phase hab hf p
    refine ⟨v, hv, fun w hw => ?_⟩
    by_contra hne
    rcases lt_or_gt_of_ne hne with h' | h'
    · exact hno ⟨p, w, v, h', hw, hv⟩
    · exact hno ⟨p, v, w, h', hv, hw⟩
  · rintro ⟨p, u, w, huw, hu, hw⟩ h
    exact huw.ne (((strictConvexOn_iff_unique_phase hab hf).1 h p).unique hu hw)
```

This is the same equivalence seen from the side of the transition. Since a phase always exists, uniqueness can fail only through two different volumes, which are then ordered so that `u < w`. The theorem gives some real pressure of coexistence, which may be negative.

## Why tension matters

A negative pressure stands for a system under tension. The energy $f(v)=v$ on $[0,1]$, where $v$ is read as the excess over a positive smallest volume (which changes $f(v)+pv$ only by a constant at each pressure), shows that such pressures carry information: for $p\ge0$ the function $(1+p)v$ has its only minimum at $v=0$, yet a straight line is not strictly convex. The flatness shows up at $p=-1$, where every volume is a phase. At every other pressure the phase is unique, at $v=0$ for $p>-1$ and at $v=1$ for $p<-1$, so even uniqueness at all pressures but one is too weak. The Lean statement records the part about nonnegative pressures, and refutes strict convexity by comparing the ends with their midpoint.

```lean
/-- Nonnegative pressures alone do not suffice: the energy `f v = v` on `[0, 1]` has exactly one
phase at every `p ≥ 0`, yet it is not strictly convex. -/
theorem nonneg_pressures_insufficient :
    (∀ p : ℝ, 0 ≤ p → ∃! v, IsPhase (fun v => v) (Icc 0 1) p v) ∧
      ¬ StrictConvexOn ℝ (Icc (0 : ℝ) 1) (fun v => v) := by
  constructor
  · intro p hp
    refine ⟨0, ⟨⟨le_rfl, zero_le_one⟩, fun w hw => ?_⟩, fun w hw => ?_⟩
    · have h1 := mul_nonneg hp hw.1
      have h2 := hw.1
      show (0 : ℝ) + p * 0 ≤ w + p * w
      linarith
    · have h0 : w + p * w ≤ 0 + p * 0 := hw.2 0 ⟨le_rfl, zero_le_one⟩
      have h1 := mul_nonneg hp hw.1.1
      exact le_antisymm (by linarith) hw.1.1
  · intro h
    have h2 : (0 : ℝ) < 1 / 2 := by norm_num
    have hlt := h.2 (⟨le_rfl, zero_le_one⟩ : (0 : ℝ) ∈ Icc (0 : ℝ) 1)
      (⟨zero_le_one, le_rfl⟩ : (1 : ℝ) ∈ Icc (0 : ℝ) 1) zero_ne_one h2 h2 (by norm_num)
    exact lt_irrefl _ hlt

end UniquePhaseConvexity
```

```lean
#print axioms UniquePhaseConvexity.strictConvexOn_iff_unique_phase
#print axioms UniquePhaseConvexity.not_strictConvexOn_iff_coexistence
#print axioms UniquePhaseConvexity.nonneg_pressures_insufficient
```

```
'UniquePhaseConvexity.strictConvexOn_iff_unique_phase' depends on axioms: [propext, Classical.choice, Quot.sound]
'UniquePhaseConvexity.not_strictConvexOn_iff_coexistence' depends on axioms: [propext, Classical.choice, Quot.sound]
'UniquePhaseConvexity.nonneg_pressures_insufficient' depends on axioms: [propext, Classical.choice, Quot.sound]
```
